# For a symmetric interaction matrix, charge equilibration has exactly one minimizer if and only if every nonzero neutral transfer has positive curvature

## Which charges compete

Charge equilibration minimizes an energy over site charges, and the first thing to settle is which charge distributions a minimizer is compared with. Here they are all real charge distributions with the same total $Q$. Two of them differ by a neutral vector, so stability is a condition on neutral transfers only. It is weaker than positive definiteness of the interaction matrix.

For $N\ge 1$ sites with charges $q_i$, the energy is
$$E(q)=x\cdot q+\tfrac12\,q\cdot Aq .$$
Here $x_i$ is the electronegativity of site $i$. The real symmetric matrix $A$ holds the hardnesses on its diagonal, together with each site's interaction with its own periodic images, and the Ewald pair interactions off the diagonal. A neutral periodic cell has $Q=0$.

For variable-charge force fields with a quadratic energy, finitely many sites at fixed geometry and the total charge as the only constraint, the result says when there is exactly one set of equilibrium charges. A second theorem gives a sufficient condition for the model to break down by unlimited charge transfer.

## The claims in words and in Lean

The sites form a finite type `n`, and charges and electronegativities are functions `n → ℝ`. The definitions translate as follows.

- `energy A x q` is $E(q)$, with the factor $\tfrac12$, so a diagonal entry $J$ contributes $\tfrac12Jq^2$.
- `IsEquilibrated A x Q q` says that $q$ has total charge $Q$ and that no $p$ with the same total has lower energy.
- `IsStable A` says that $d\cdot Ad>0$ for every nonzero $d$ with $\sum_i d_i=0$.
- `IsEqualized A x q μ` says that the effective electronegativity $x_i+(Aq)_i$ equals $\mu$ on every site.

The theorem `existsUnique_equilibrated_iff` states that, for symmetric $A$, at least one site, and any given $x$ and $Q$, there is exactly one equilibrated $q$ if and only if $A$ is stable. Stability mentions neither $x$ nor $Q$, so changing the electronegativities or the total charge cannot create or destroy uniqueness.

The theorem `charge_transfer_catastrophe` states that if some neutral $d$ has $d\cdot Ad<0$, then for every $Q$ and every bound $C$ there are charges with total $Q$ and energy below $C$.

The matrix $A$ is an input. The theorems do not construct the Ewald sum or establish stability for a particular crystal, and the charges are not restricted to a chemically sensible range.

## The energy along a transfer

Move from $q$ to $q+td$, with $d$ neutral and $t$ real. The total charge is unchanged, and
$$E(q+td)=x\cdot q+t\,x\cdot d+\tfrac12\left[q\cdot Aq+t\,q\cdot Ad+t\,d\cdot Aq+t^2\,d\cdot Ad\right].$$
Since $A$ is symmetric, both cross terms equal $t\,(Aq)\cdot d$. Hence
$$E(q+td)=E(q)+t\,(x+Aq)\cdot d+\tfrac{t^2}{2}\,d\cdot Ad. \tag{1}$$
This is exact. If $x+Aq$ has the same value $\mu$ on all sites, the slope is $\mu\sum_i d_i=0$.

## Minimizers equalize the electronegativity

Let $q$ be a minimizer, and let $e_i$ denote a unit charge on site $i$ and none elsewhere. Take $d=e_i-e_j$, which moves charge from site $j$ to site $i$. Write $g$ for the slope and $c$ for the curvature $d\cdot Ad$. Minimality gives $tg+t^2c/2\ge0$ for all $t$. Dividing by $t>0$ and letting $t\to0$ gives $g\ge0$; the same with $t<0$ gives $g\le0$. So $g=0$, which reads
$$x_i+(Aq)_i=x_j+(Aq)_j .$$

## Stability gives one minimizer, and conversely

Suppose $A$ is stable. The equalization equations are $Aq-\mu\mathbf 1=-x$ and $\sum_i q_i=Q$, where $\mathbf 1$ has all entries equal to 1. Their left-hand sides form the linear map
$$L(q,\mu)=\Big(Aq-\mu\mathbf 1,\ \sum_i q_i\Big)$$
from an $(N+1)$-dimensional space to itself. If $L(d,\mu)=0$, then $Ad=\mu\mathbf 1$ and $\sum_i d_i=0$, so $d\cdot Ad=\mu\sum_i d_i=0$. Stability forces $d=0$, and then $\mu\mathbf 1=0$ gives $\mu=0$. So $L$ is injective, hence surjective, and the equations have a solution $(q,\mu)$.

For any other $p$ with total $Q$, put $d=p-q$ and $t=1$ in (1). The slope vanishes, and
$$E(p)=E(q)+\tfrac12\,d\cdot Ad>E(q).$$
Thus $q$ is the only minimizer.

Conversely, let $q$ be the only minimizer, and suppose some nonzero neutral $d$ had $d\cdot Ad\le0$. The electronegativity is equalized at $q$, so $E(q+d)=E(q)+\tfrac12 d\cdot Ad\le E(q)$. Then $q+d$ would be a second minimizer, a contradiction.

## The catastrophe, and the case of two sites

If $d\cdot Ad<0$ for some neutral $d$, start from any charges with total $Q$, for example all of it on one site. By (1) the energy along $d$ is a parabola that opens downwards, so it falls below every bound.

For two sites with hardnesses $J_1,J_2$ and interaction $k$, a neutral transfer is $d=(a,-a)$, and
$$d\cdot Ad=a^2\,(J_1+J_2-2k).$$
Stability is therefore exactly $2k<J_1+J_2$. In a periodic cell, $J_1$ and $J_2$ must be read as the full diagonal entries of $A$, which include each site's interaction with its own images. An isolated pair with bare Coulomb interaction violates this at short enough distance, because $k$ then grows without limit.

## Positive definiteness asks for too much

One could instead test whether $A$ is positive definite on all charge vectors. That is sufficient for stability but not necessary. Take $J_1=1$, $J_2=5$, $k=\tfrac52$. The determinant is $5-\tfrac{25}{4}<0$, so $A$ is not positive definite, yet $J_1+J_2-2k=1>0$ and the minimizer at each total charge is unique. The directions of negative curvature all change the total charge, which the constraint forbids.

## The complete Lean file

```lean
import Mathlib

open Matrix

namespace ChargeEquilibration

variable {n : Type*} [Fintype n]

/-- The charge-equilibration energy `x·q + q·Aq/2` of site charges `q`, with
electronegativities `x` and hardness-plus-Ewald matrix `A`. -/
noncomputable def energy (A : Matrix n n ℝ) (x q : n → ℝ) : ℝ :=
  x ⬝ᵥ q + (q ⬝ᵥ A *ᵥ q) / 2

/-- The charges `q` have total charge `Q` and minimize the energy among all charges
with that total. -/
def IsEquilibrated (A : Matrix n n ℝ) (x : n → ℝ) (Q : ℝ) (q : n → ℝ) : Prop :=
  ∑ i, q i = Q ∧ ∀ p : n → ℝ, ∑ i, p i = Q → energy A x q ≤ energy A x p

/-- Every nonzero neutral charge transfer `d` has positive curvature `d·Ad`. -/
def IsStable (A : Matrix n n ℝ) : Prop :=
  ∀ d : n → ℝ, ∑ i, d i = 0 → d ≠ 0 → 0 < d ⬝ᵥ A *ᵥ d

/-- The effective electronegativity `x + Aq` has the same value `μ` on every site. -/
def IsEqualized (A : Matrix n n ℝ) (x q : n → ℝ) (μ : ℝ) : Prop :=
  ∀ i, x i + (A *ᵥ q) i = μ

/-- A neutral transfer conserves the total charge. -/
theorem total_transfer (q d : n → ℝ) (t : ℝ) (hd : ∑ i, d i = 0) :
    ∑ i, (q + t • d) i = ∑ i, q i := by
  simp only [Pi.add_apply, Pi.smul_apply, smul_eq_mul, Finset.sum_add_distrib,
    ← Finset.mul_sum, hd, mul_zero, add_zero]

/-- For symmetric `A`, the energy along a transfer `t d` is an exact parabola in `t`, with
slope `(x + Aq)·d` at the start and curvature `d·Ad`. -/
theorem energy_transfer {A : Matrix n n ℝ} (hA : A.IsSymm) (x q d : n → ℝ) (t : ℝ) :
    energy A x (q + t • d) =
      energy A x q + t * ((x + A *ᵥ q) ⬝ᵥ d) + t ^ 2 * (d ⬝ᵥ A *ᵥ d) / 2 := by
  -- symmetry makes the two cross terms equal
  have h : q ⬝ᵥ A *ᵥ d = (A *ᵥ q) ⬝ᵥ d := by
    rw [Matrix.dotProduct_mulVec, ← Matrix.mulVec_transpose, hA.eq]
  have h2 : d ⬝ᵥ A *ᵥ q = (A *ᵥ q) ⬝ᵥ d := dotProduct_comm _ _
  simp only [energy, Matrix.mulVec_add, Matrix.mulVec_smul, dotProduct_add, add_dotProduct,
    dotProduct_smul, smul_dotProduct, smul_eq_mul]
  linear_combination t * (h + h2) / 2

/-- If the effective electronegativity `x + Aq` is the same on every site, its dot product with any
neutral transfer `d` is zero. -/
theorem slope_eq_zero {A : Matrix n n ℝ} {x q d : n → ℝ} {μ : ℝ}
    (h : IsEqualized A x q μ) (hd : ∑ i, d i = 0) : (x + A *ᵥ q) ⬝ᵥ d = 0 := by
  have h' : x + A *ᵥ q = fun _ => μ := funext h
  rw [h']
  simp only [dotProduct]
  rw [← Finset.mul_sum, hd, mul_zero]

/-- For a stable matrix and at least one site, the equalization equations have a solution at every
total charge `Q`. -/
theorem exists_equalized [Nonempty n] {A : Matrix n n ℝ} (hS : IsStable A)
    (x : n → ℝ) (Q : ℝ) : ∃ q μ, ∑ i, q i = Q ∧ IsEqualized A x q μ := by
  -- the bordered linear system for the charges and the common electronegativity
  let L : ((n → ℝ) × ℝ) →ₗ[ℝ] ((n → ℝ) × ℝ) :=
    { toFun := fun p => (A *ᵥ p.1 - (fun _ => p.2), ∑ i, p.1 i)
      map_add' := by
        intro p r
        refine Prod.ext (funext fun i => ?_) ?_
        · simp only [Prod.fst_add, Prod.snd_add, Matrix.mulVec_add, Pi.add_apply,
            Pi.sub_apply]
          ring
        · simp only [Prod.fst_add, Prod.snd_add, Pi.add_apply, Finset.sum_add_distrib]
      map_smul' := by
        intro c p
        refine Prod.ext (funext fun i => ?_) ?_
        · simp only [Prod.smul_fst, Prod.smul_snd, Matrix.mulVec_smul, Pi.smul_apply,
            Pi.sub_apply, smul_eq_mul, RingHom.id_apply]
          ring
        · simp only [Prod.smul_fst, Prod.smul_snd, Pi.smul_apply, smul_eq_mul,
            RingHom.id_apply, Finset.mul_sum] }
  have hinj : Function.Injective L := by
    refine (injective_iff_map_eq_zero L).2 ?_
    rintro ⟨d, μ⟩ h
    have h1 : ∀ i, (A *ᵥ d) i - μ = 0 := fun i => congrFun (congrArg Prod.fst h) i
    have h2 : ∑ i, d i = 0 := congrArg Prod.snd h
    have h3 : d ⬝ᵥ A *ᵥ d = 0 := by
      have e : A *ᵥ d = fun _ => μ := funext fun i => sub_eq_zero.1 (h1 i)
      rw [e]
      simp only [dotProduct]
      rw [← Finset.sum_mul, h2, zero_mul]
    have h4 : d = 0 := by
      by_contra hd
      exact absurd h3 (hS d h2 hd).ne'
    have h5 : μ = 0 := by
      obtain ⟨i⟩ := ‹Nonempty n›
      have h6 := h1 i
      rw [h4, Matrix.mulVec_zero, Pi.zero_apply] at h6
      linarith
    rw [h4, h5]
    rfl
  obtain ⟨⟨q, μ⟩, h⟩ := LinearMap.injective_iff_surjective.1 hinj (-x, Q)
  refine ⟨q, μ, congrArg Prod.snd h, fun i => ?_⟩
  have h1 : (A *ᵥ q) i - μ = -x i := congrFun (congrArg Prod.fst h) i
  linarith

/-- Electronegativity equalization: for symmetric `A`, energy-minimizing charges at fixed
total charge have the same effective electronegativity on every site. -/
theorem equalized_of_equilibrated [Nonempty n] {A : Matrix n n ℝ} (hA : A.IsSymm)
    {x q : n → ℝ} {Q : ℝ} (hq : IsEquilibrated A x Q q) : ∃ μ, IsEqualized A x q μ := by
  classical
  -- a parabola that is nowhere below its value at the origin has zero slope there
  have slope : ∀ g c : ℝ, (∀ t : ℝ, 0 ≤ t * g + t ^ 2 * c / 2) → g = 0 := by
    intro g c h
    by_contra hg
    obtain ⟨s, hs, hK⟩ : ∃ s : ℝ, 0 < s ∧ s * (|c| + 1) = 1 :=
      ⟨(|c| + 1)⁻¹, by positivity, inv_mul_cancel₀ (by positivity)⟩
    have hsc : s * c ≤ 1 := by
      nlinarith [mul_le_mul_of_nonneg_left (le_abs_self c) hs.le]
    have hpos : 0 < g ^ 2 * s := by positivity
    nlinarith [h (-g * s), mul_le_mul_of_nonneg_left hsc hpos.le]
  obtain ⟨j⟩ := ‹Nonempty n›
  refine ⟨x j + (A *ᵥ q) j, fun i => ?_⟩
  -- move charge from site j to site i
  have hd : ∑ k, (Pi.single i (1 : ℝ) - Pi.single j (1 : ℝ) : n → ℝ) k = 0 := by
    simp [Pi.single_apply, Finset.sum_sub_distrib]
  have h := slope _ _ fun t => by
    have h1 := hq.2 _ ((total_transfer q _ t hd).trans hq.1)
    rw [energy_transfer hA, add_assoc] at h1
    exact (le_add_iff_nonneg_right _).1 h1
  rw [dotProduct_sub, dotProduct_single, dotProduct_single] at h
  simp only [Pi.add_apply, mul_one] at h
  linarith

/-- For symmetric `A` and at least one site, there is exactly one energy-minimizing charge
distribution at total charge `Q` if and only if every nonzero neutral transfer has positive
curvature. -/
theorem existsUnique_equilibrated_iff [Nonempty n] {A : Matrix n n ℝ} (hA : A.IsSymm)
    (x : n → ℝ) (Q : ℝ) : (∃! q, IsEquilibrated A x Q q) ↔ IsStable A := by
  constructor
  · rintro ⟨q, hq, huniq⟩ d hd hd0
    by_contra hneg
    have hle := not_lt.1 hneg
    obtain ⟨μ, hμ⟩ := equalized_of_equilibrated hA hq
    have hE := energy_transfer hA x q d 1
    rw [slope_eq_zero hμ hd] at hE
    -- without positive curvature the shifted charges would be a second minimizer
    have h2 : IsEquilibrated A x Q (q + (1 : ℝ) • d) :=
      ⟨(total_transfer q d 1 hd).trans hq.1, fun p hp => by
        have h3 := hq.2 p hp
        linarith⟩
    have e := huniq _ h2
    exact hd0 (by simpa using e)
  · intro hS
    obtain ⟨q, μ, hQ, hμ⟩ := exists_equalized hS x Q
    have key : ∀ p : n → ℝ, ∑ i, p i = Q → p ≠ q → energy A x q < energy A x p := by
      intro p hp hpq
      have hd : ∑ i, (p - q) i = 0 := by
        simp only [Pi.sub_apply, Finset.sum_sub_distrib, hp, hQ, sub_self]
      have hE := energy_transfer hA x q (p - q) 1
      rw [slope_eq_zero hμ hd, one_smul, add_sub_cancel] at hE
      have hc := hS _ hd (sub_ne_zero.2 hpq)
      linarith
    refine ⟨q, ⟨hQ, fun p hp => ?_⟩, fun p hp => ?_⟩
    · rcases eq_or_ne p q with h | h
      · rw [h]
      · exact (key p hp h).le
    · by_contra h
      exact absurd (hp.2 q hQ) (not_le_of_gt (key p hp.1 h))

/-- Charge-transfer catastrophe: for symmetric `A`, if some neutral transfer has negative
curvature, the energy at any fixed total charge is unbounded below. -/
theorem charge_transfer_catastrophe {A : Matrix n n ℝ} (hA : A.IsSymm) (x : n → ℝ)
    {d : n → ℝ} (hd : ∑ i, d i = 0) (hneg : d ⬝ᵥ A *ᵥ d < 0) (Q C : ℝ) :
    ∃ q : n → ℝ, ∑ i, q i = Q ∧ energy A x q < C := by
  classical
  -- a parabola with negative curvature falls below every bound
  have fall : ∀ g c D : ℝ, c < 0 → ∃ t : ℝ, t * g + t ^ 2 * c / 2 < D := by
    intro g c D hc
    obtain ⟨a, rfl⟩ : ∃ a, c = -2 * a := ⟨-c / 2, by ring⟩
    have ha : 0 < a := by linarith
    obtain ⟨t, ht, hta⟩ : ∃ t : ℝ, 1 ≤ t ∧ t * a = |g| + |D| + 1 + a :=
      ⟨(|g| + |D| + 1) / a + 1, le_add_of_nonneg_left (by positivity), by
        rw [add_mul, div_mul_cancel₀ _ ha.ne', one_mul]⟩
    have h1 : |D| + 1 ≤ t * a - g := by linarith [le_abs_self g]
    have h2 : 0 ≤ t * a - g := by linarith [abs_nonneg D]
    refine ⟨t, ?_⟩
    nlinarith [mul_nonneg (sub_nonneg.2 ht) h2, neg_abs_le D]
  have hn : Nonempty n := by
    by_contra h
    have : IsEmpty n := not_nonempty_iff.1 h
    simp [dotProduct] at hneg
  obtain ⟨j⟩ := hn
  -- start with all the charge on one site, then transfer along d
  have h0 : ∑ i, (Pi.single j Q : n → ℝ) i = Q := by simp [Pi.single_apply]
  obtain ⟨t, ht⟩ := fall ((x + A *ᵥ Pi.single j Q) ⬝ᵥ d) _
    (C - energy A x (Pi.single j Q)) hneg
  refine ⟨Pi.single j Q + t • d, (total_transfer _ d t hd).trans h0, ?_⟩
  rw [energy_transfer hA]
  linarith

/-- Two sites with hardnesses `J₁`, `J₂` and mutual interaction `k` are stable exactly when
`2k < J₁ + J₂`. -/
theorem two_site_stable_iff (J₁ J₂ k : ℝ) :
    IsStable !![J₁, k; k, J₂] ↔ 2 * k < J₁ + J₂ := by
  have key : ∀ d : Fin 2 → ℝ, d 0 + d 1 = 0 →
      d ⬝ᵥ !![J₁, k; k, J₂] *ᵥ d = d 0 ^ 2 * (J₁ + J₂ - 2 * k) := by
    intro d hd
    have e : d 1 = -d 0 := by linarith
    simp [Matrix.mulVec, dotProduct, Fin.sum_univ_two, e]
    ring
  constructor
  · intro h
    have h1 := h ![1, -1] (by simp) (fun e => by simpa using congrFun e 0)
    rw [key _ (by simp)] at h1
    simp at h1
    linarith
  · intro h d hd hd0
    rw [Fin.sum_univ_two] at hd
    rw [key d hd]
    have h0 : d 0 ≠ 0 := by
      intro h0
      apply hd0
      ext i
      fin_cases i
      · exact h0
      · show d 1 = 0
        linarith
    exact mul_pos (by positivity) (by linarith)

end ChargeEquilibration
```

```lean
#print axioms ChargeEquilibration.existsUnique_equilibrated_iff
#print axioms ChargeEquilibration.charge_transfer_catastrophe
#print axioms ChargeEquilibration.two_site_stable_iff
```

```
'ChargeEquilibration.existsUnique_equilibrated_iff' depends on axioms: [propext, Classical.choice, Quot.sound]
'ChargeEquilibration.charge_transfer_catastrophe' depends on axioms: [propext, Classical.choice, Quot.sound]
'ChargeEquilibration.two_site_stable_iff' depends on axioms: [propext, Classical.choice, Quot.sound]
```

## From the parabola to the theorems

`total_transfer` says that a neutral transfer keeps the total charge, and `energy_transfer` is equation (1). In the latter, `h` and `h2` identify the two cross terms, `simp only` expands the products, and `linear_combination` collects them. `slope_eq_zero` replaces $x+Aq$ by a constant function and takes the constant out of the sum.

`exists_equalized` defines the bordered map `L`, whose two long fields verify linearity. The proof of `hinj` is the kernel argument: `h3` gives $d\cdot Ad=0$, `h4` uses stability to get $d=0$, and `h5` reads off $\mu=0$ at some site. `LinearMap.injective_iff_surjective` then supplies a preimage of `(-x, Q)`.

`equalized_of_equilibrated` replaces the limit $t\to0$ by one explicit step. With $s=1/(|c|+1)$ and $t=-gs$, the bound $sc\le1$ gives
$$tg+\tfrac{t^2c}{2}=-g^2s+\tfrac{g^2s^2c}{2}\le-\tfrac{g^2s}{2},$$
which is negative unless $g=0$. The local lemma `slope` is applied to the transfer `Pi.single i 1 - Pi.single j 1`, that is, $e_i-e_j$.

In `existsUnique_equilibrated_iff`, the first direction builds the second minimizer `q + (1 : ℝ) • d` and contradicts uniqueness. In the other direction, `key` is the strict inequality $E(q)<E(p)$, from which both minimality and uniqueness follow.

`charge_transfer_catastrophe` also chooses its step explicitly. In the local lemma `fall`, the curvature is written as $c=-2a$ with $a>0$, and $D$ is the bound to be undercut. The step $t\ge1$ satisfies $ta=|g|+|D|+1+a$, so $ta-g\ge|D|+1$ and
$$tg+\tfrac{t^2c}{2}=-t\,(ta-g)\le-(|D|+1)<D .$$
The theorem uses this with $D=C-E(q)$, where $q$ is `Pi.single j Q`, all the charge on site $j$. No separate assumption that a site exists is needed, since negative curvature is impossible without one.

Finally, `two_site_stable_iff` proves the two-site curvature formula as `key`. It tests stability on `![1, -1]` for one direction, and for the other uses that a nonzero neutral $d$ has $d_0\ne0$, the sites being numbered 0 and 1 in Lean.
